# The Bott index of two invertible complex matrices is an integer

The Bott index is defined here as a real number, so that its integrality is a theorem and not part of the definition. For invertible N × N matrices U and V, let λ_1, …, λ_N be the characteristic roots of

W = V U V⁻¹ U⁻¹,

repeated according to multiplicity. With Arg the principal argument in (−π, π], the index is

B(U, V) = (1/2π) Σ_a Arg λ_a.

It is always an integer, and it vanishes if U and V commute or if every |Arg λ_a| < 2π/N.

## Reading the marker in a disorder code

Codes for non-interacting disordered lattices in two dimensions use this index as a real-space topological marker. On a periodic L_x × L_y sample, U and V are the matrices of exp(2πix/L_x) and exp(2πiy/L_y) between the occupied states. For invertible U and V, a clearly non-integer output therefore points to a numerical or coding error. An integer output is no evidence of a spectral gap, since any invertible pair gives one.

Many codes use adjoints in place of inverses. The determinant of the loop is then |det U|² |det V|² > 0, and the argument below adapts.

## From unit determinant to whole turns

The determinants cancel in W, so Π_a λ_a = det W = 1. Write each root in polar form and set S = Σ_a Arg λ_a:

1 = (Π_a |λ_a|) exp(iS).

The product of the moduli is |1| = 1. Hence exp(iS) = 1, S = 2πm with m an integer, and B = m.

If U and V commute, W = 1 and every argument is zero. If every |Arg λ_a| < 2π/N, then |S| < 2π, so |m| < 1 and m = 0. For N = 0 the sum is empty.

## Phase winding on a disordered ring

Let U e_j = exp(iθ_j) e_j and V e_j = e_σ(j) for a permutation σ. Then

W e_σ(j) = exp(i(θ_j − θ_σ(j))) e_σ(j),

so B is the sum over j of the principal values of θ_j − θ_σ(j), divided by 2π.

On a ring with j = 0, …, N−1, take σ(j) = j+1 modulo N and θ_j = 2πkj/N + δ_j, with k an integer and δ_j real disorder. Define the phase step

s_j = 2πk/N + δ_{j+1} − δ_j.

Then θ_j − θ_{j+1} equals −s_j, plus 2πk at the seam j = N−1. If every |s_j| < π, the principal value is −s_j. The disorder cancels in the sum:

B = −(1/2π) Σ_j s_j = −k.

The condition means that neighbouring sites resolve the winding without ambiguity. It forces |k| < N/2, so a clean ring with k = 1 needs N ≥ 3. This case gives a code a known answer that fixes its sign convention.

## The definitions and proofs in Lean

```lean
import Mathlib

open scoped Real
open Matrix

namespace DisorderedBottIndex

noncomputable section

variable {n : Type*} [Fintype n] [DecidableEq n]

/-- The loop `V U V⁻¹ U⁻¹` of two invertible matrices. -/
def loop (U V : (Matrix n n ℂ)ˣ) : (Matrix n n ℂ)ˣ := V * U * V⁻¹ * U⁻¹

/-- The Bott index: the principal arguments of the characteristic roots of the loop,
summed with multiplicity and divided by `2π`. -/
def bottIndex (U V : (Matrix n n ℂ)ˣ) : ℝ :=
  ((loop U V).val.charpoly.roots.map Complex.arg).sum / (2 * π)

/-- A product of complex numbers has the sum of their principal arguments as a phase. -/
theorem prod_polar (s : Multiset ℂ) :
    s.prod = (‖s.prod‖ : ℂ) * Complex.exp (((s.map Complex.arg).sum : ℝ) * Complex.I) := by
  induction s using Multiset.induction_on with
  | empty => simp
  | cons a t ih =>
    rw [Multiset.prod_cons, Multiset.map_cons, Multiset.sum_cons, norm_mul,
      Complex.ofReal_mul, Complex.ofReal_add, add_mul, Complex.exp_add]
    calc a * t.prod
        = ((‖a‖ : ℂ) * Complex.exp (Complex.arg a * Complex.I)) *
          ((‖t.prod‖ : ℂ) *
            Complex.exp (((t.map Complex.arg).sum : ℝ) * Complex.I)) := by
          rw [Complex.norm_mul_exp_arg_mul_I, ← ih]
      _ = _ := by ring

/-- The loop of two invertible matrices has determinant one. -/
theorem det_loop (U V : (Matrix n n ℂ)ˣ) : (loop U V).val.det = 1 := by
  have hU : U.val.det * (U⁻¹).val.det = 1 := by
    rw [← Matrix.det_mul, Units.mul_inv, Matrix.det_one]
  have hV : V.val.det * (V⁻¹).val.det = 1 := by
    rw [← Matrix.det_mul, Units.mul_inv, Matrix.det_one]
  simp only [loop, Units.val_mul, Matrix.det_mul]
  linear_combination (U.val.det * (U⁻¹).val.det) * hV + hU

/-- The Bott index of any two invertible complex matrices is an integer. -/
theorem bottIndex_quantized (U V : (Matrix n n ℂ)ˣ) : ∃ m : ℤ, bottIndex U V = m := by
  have hp : (loop U V).val.charpoly.roots.prod = 1 := by
    rw [← Matrix.det_eq_prod_roots_charpoly, det_loop]
  have h := prod_polar (loop U V).val.charpoly.roots
  rw [hp, norm_one, Complex.ofReal_one, one_mul] at h
  unfold bottIndex
  generalize ((loop U V).val.charpoly.roots.map Complex.arg).sum = S at h ⊢
  -- a trivial total phase factor means a total phase in `2π ℤ`
  obtain ⟨m, hm⟩ := Complex.exp_eq_one_iff.mp h.symm
  have hS : S = m * (2 * π) := by
    apply Complex.ofReal_injective
    apply mul_right_cancel₀ Complex.I_ne_zero
    rw [hm]
    push_cast
    ring
  refine ⟨m, ?_⟩
  rw [hS, mul_div_assoc, div_self Real.two_pi_pos.ne', mul_one]

/-- If every characteristic root of the loop of two invertible `N × N` matrices has a
principal argument smaller in size than `2π/N`, the Bott index vanishes. -/
theorem bottIndex_eq_zero_of_small_phases (U V : (Matrix n n ℂ)ˣ)
    (h : ∀ z ∈ (loop U V).val.charpoly.roots,
      (Fintype.card n : ℝ) * |Complex.arg z| < 2 * π) : bottIndex U V = 0 := by
  have key : ∀ s : Multiset ℂ,
      (∀ z ∈ s, (Fintype.card n : ℝ) * |Complex.arg z| < 2 * π) → s ≠ 0 →
      (Fintype.card n : ℝ) * |(s.map Complex.arg).sum| < (s.card : ℝ) * (2 * π) := by
    intro s
    induction s using Multiset.induction_on with
    | empty => intro _ h0; exact absurd rfl h0
    | cons a t ih =>
      intro hs _
      have ha := hs a (Multiset.mem_cons_self a t)
      by_cases ht : t = 0
      · subst ht
        simpa using ha
      · have h1 := ih (fun z hz => hs z (Multiset.mem_cons_of_mem hz)) ht
        have h2 := mul_le_mul_of_nonneg_left
          (abs_add_le (Complex.arg a) (t.map Complex.arg).sum)
          (Nat.cast_nonneg (α := ℝ) (Fintype.card n))
        rw [Multiset.map_cons, Multiset.sum_cons, Multiset.card_cons, Nat.cast_add,
          Nat.cast_one]
        linarith
  obtain ⟨m, hm⟩ := bottIndex_quantized U V
  by_cases h0 : (loop U V).val.charpoly.roots = 0
  · simp [bottIndex, h0]
  have h1 := key _ h h0
  have hc : ((loop U V).val.charpoly.roots.card : ℝ) ≤ Fintype.card n := by
    have := Polynomial.card_roots' (loop U V).val.charpoly
    rw [Matrix.charpoly_natDegree_eq_dim] at this
    exact_mod_cast this
  have h2 := lt_of_mul_lt_mul_left
    (h1.trans_le (mul_le_mul_of_nonneg_right hc Real.two_pi_pos.le)) (Nat.cast_nonneg _)
  -- an integer of size below one is zero
  have h3 : |bottIndex U V| < 1 := by
    rw [bottIndex, abs_div, abs_of_pos Real.two_pi_pos, div_lt_one Real.two_pi_pos]
    exact h2
  rw [hm] at h3 ⊢
  have h4 : |m| < 1 := by exact_mod_cast h3
  rw [Int.abs_lt_one_iff.mp h4, Int.cast_zero]

/-- If the loop is diagonal, the Bott index is the sum of the principal arguments of its
diagonal entries divided by `2π`. -/
theorem bottIndex_of_diagonal (U V : (Matrix n n ℂ)ˣ) (d : n → ℂ)
    (h : (loop U V).val = diagonal d) :
    bottIndex U V = (∑ i, Complex.arg (d i)) / (2 * π) := by
  have hc : (diagonal d).charpoly =
      ((Finset.univ.val.map d).map fun a => Polynomial.X - Polynomial.C a).prod := by
    have hm : charmatrix (diagonal d) =
        diagonal fun i => Polynomial.X - Polynomial.C (d i) := by
      refine Matrix.ext fun i j => ?_
      by_cases hij : i = j
      · subst hij
        simp
      · simp [hij]
    rw [Matrix.charpoly, hm, det_diagonal, Multiset.map_map]
    rfl
  rw [bottIndex, h, hc, Polynomial.roots_multiset_prod_X_sub_C, Multiset.map_map]
  rfl

/-- Commuting invertible matrices have Bott index zero. -/
theorem bottIndex_of_commute (U V : (Matrix n n ℂ)ˣ) (h : U * V = V * U) :
    bottIndex U V = 0 := by
  have hl : loop U V = 1 := by
    rw [loop, ← h]
    group
  rw [bottIndex_of_diagonal U V (fun _ => 1) (by rw [hl, Units.val_one, diagonal_one])]
  simp

/-- The diagonal unitary with the phase factor `exp(iθ_j)` on site `j`. -/
def phases (θ : n → ℝ) : (Matrix n n ℂ)ˣ where
  val := diagonal fun j => Complex.exp (θ j * Complex.I)
  inv := diagonal fun j => Complex.exp (-(θ j * Complex.I))
  val_inv := by simp [diagonal_mul_diagonal, ← Complex.exp_add]
  inv_val := by simp [diagonal_mul_diagonal, ← Complex.exp_add]

/-- Reverse hopping along a permutation followed by the forward hopping is the identity. -/
theorem hop_mul_reverse (σ : Equiv.Perm n) :
    (Matrix.of fun i j => if σ.symm i = j then (1 : ℂ) else 0) *
      (Matrix.of fun i j => if i = σ.symm j then (1 : ℂ) else 0) = 1 := by
  ext i j
  simp [Matrix.mul_apply, Matrix.one_apply]

/-- The hopping matrix that moves a particle from each site `j` to the site `σ j`. -/
def hop (σ : Equiv.Perm n) : (Matrix n n ℂ)ˣ where
  val := Matrix.of fun i j => if σ.symm i = j then 1 else 0
  inv := Matrix.of fun i j => if i = σ.symm j then 1 else 0
  val_inv := hop_mul_reverse σ
  inv_val := mul_eq_one_comm.mp (hop_mul_reverse σ)

/-- For site phases `θ` and hopping along a permutation `σ`, the Bott index adds up the
principal values of the phase differences `θ_j - θ_{σ j}`, in units of `2π`. -/
theorem bottIndex_phases_hop (θ : n → ℝ) (σ : Equiv.Perm n) :
    bottIndex (phases θ) (hop σ) =
      (∑ j, Complex.arg (Complex.exp ((θ j - θ (σ j) : ℝ) * Complex.I))) / (2 * π) := by
  -- hopping carries the phases along
  have hc : hop σ * phases θ = phases (fun i => θ (σ.symm i)) * hop σ := by
    apply Units.ext
    refine Matrix.ext fun i j => ?_
    simp only [Units.val_mul, phases, hop, Matrix.mul_diagonal, Matrix.diagonal_mul,
      Matrix.of_apply]
    by_cases h : σ.symm i = j
    · simp [h]
    · simp [h]
  have hl : (loop (phases θ) (hop σ)).val =
      diagonal fun i => Complex.exp ((θ (σ.symm i) - θ i : ℝ) * Complex.I) := by
    rw [loop, hc, mul_inv_cancel_right, Units.val_mul]
    change diagonal _ * diagonal _ = _
    rw [diagonal_mul_diagonal]
    congr 1
    funext i
    rw [← Complex.exp_add]
    congr 1
    push_cast
    ring
  rw [bottIndex_of_diagonal _ _ _ hl, ← Equiv.sum_comp σ]
  simp only [Equiv.symm_apply_apply]

/-- On a ring of `N` sites with phases `2πkj/N + δ_j` and hopping `j → j + 1`, the Bott
index is `-k` for every disorder `δ` that keeps each phase step
`2πk/N + δ_{j+1} - δ_j` below `π` in size. -/
theorem bottIndex_disordered_ring (N : ℕ) [NeZero N] (k : ℤ) (δ : ZMod N → ℝ)
    (h : ∀ j, |2 * π * k / N + δ (j + 1) - δ j| < π) :
    bottIndex (phases fun j : ZMod N => 2 * π * k * (j.val : ℝ) / N + δ j)
      (hop (Equiv.addRight 1)) = -k := by
  have hN : (N : ℝ) ≠ 0 := Nat.cast_ne_zero.mpr (NeZero.ne N)
  rw [bottIndex_phases_hop]
  have harg : ∀ j : ZMod N, Complex.arg (Complex.exp
      (((2 * π * k * (j.val : ℝ) / N + δ j) -
        (2 * π * k * ((Equiv.addRight (1 : ZMod N) j).val : ℝ) / N +
          δ (Equiv.addRight (1 : ZMod N) j)) : ℝ) * Complex.I)) =
      -(2 * π * k / N) + (δ j - δ (j + 1)) := by
    intro j
    rw [Equiv.coe_addRight]
    -- site labels advance by one up to full turns of the ring
    have hz : (((j + 1).val : ℤ) : ZMod N) = ((j.val + 1 : ℤ) : ZMod N) := by
      push_cast
      simp only [ZMod.natCast_zmod_val]
    obtain ⟨m, hm⟩ := (ZMod.intCast_eq_intCast_iff_dvd_sub _ _ _).mp hz
    have hm' : (j.val : ℝ) + 1 - ((j + 1).val : ℝ) = N * m := by exact_mod_cast hm
    have hv : ((j + 1).val : ℝ) = (j.val : ℝ) + 1 - N * m := by linarith
    have hstep : (2 * π * k * (j.val : ℝ) / N + δ j) -
        (2 * π * k * ((j + 1).val : ℝ) / N + δ (j + 1)) =
        (-(2 * π * k / N) + (δ j - δ (j + 1))) + ((k * m : ℤ) : ℝ) * (2 * π) := by
      rw [hv]
      push_cast
      field_simp
      ring
    rw [hstep]
    have hb := abs_lt.mp (h j)
    generalize hx : -(2 * π * k / N) + (δ j - δ (j + 1)) = x
    have he : Complex.exp ((x + ((k * m : ℤ) : ℝ) * (2 * π) : ℝ) * Complex.I) =
        Complex.exp (x * Complex.I) := by
      refine Complex.exp_eq_exp_iff_exists_int.mpr ⟨k * m, ?_⟩
      push_cast
      ring
    rw [he, Complex.exp_mul_I]
    exact Complex.arg_cos_add_sin_mul_I ⟨by linarith [hb.2], by linarith [hb.1]⟩
  rw [Finset.sum_congr rfl fun j _ => harg j]
  -- the disorder telescopes around the ring
  have hδ : ∑ j : ZMod N, δ (j + 1) = ∑ j, δ j :=
    Equiv.sum_comp (Equiv.addRight (1 : ZMod N)) δ
  rw [Finset.sum_add_distrib, Finset.sum_sub_distrib, hδ, sub_self, add_zero,
    Finset.sum_const, Finset.card_univ, ZMod.card, nsmul_eq_mul]
  have hπ := Real.pi_ne_zero
  field_simp

end

end DisorderedBottIndex
```

```lean
#print axioms DisorderedBottIndex.bottIndex_quantized
#print axioms DisorderedBottIndex.bottIndex_eq_zero_of_small_phases
#print axioms DisorderedBottIndex.bottIndex_of_commute
#print axioms DisorderedBottIndex.bottIndex_disordered_ring
```

```
'DisorderedBottIndex.bottIndex_quantized' depends on axioms: [propext, Classical.choice, Quot.sound]
'DisorderedBottIndex.bottIndex_eq_zero_of_small_phases' depends on axioms: [propext, Classical.choice, Quot.sound]
'DisorderedBottIndex.bottIndex_of_commute' depends on axioms: [propext, Classical.choice, Quot.sound]
'DisorderedBottIndex.bottIndex_disordered_ring' depends on axioms: [propext, Classical.choice, Quot.sound]
```

The type `(Matrix n n ℂ)ˣ` contains matrices together with their inverses. `phases` and `hop` are U and V of the ring example, `ZMod N` labels its sites, and `NeZero N` means N ≥ 1.

`det_loop` and `prod_polar` supply the two ingredients of `bottIndex_quantized`, and `Complex.exp_eq_one_iff` then yields the integer m. `bottIndex_eq_zero_of_small_phases` bounds the sum by induction over the roots. `bottIndex_of_diagonal` reads the roots off the diagonal, which serves both `bottIndex_of_commute` and `bottIndex_phases_hop`.

In `bottIndex_disordered_ring`, `hstep` separates the full turns at the seam, `harg` evaluates the principal value, and `Equiv.sum_comp` shifts the disorder sum by one site.

## Why the roots form a multiset

`Polynomial.roots` returns a multiset: unordered, but with repetitions kept. On the clean ring all N roots equal exp(−2πik/N), so a plain set would count one of them and give −k/N. `Matrix.det_eq_prod_roots_charpoly` equates the determinant with the product of this multiset, without requiring W to be diagonalisable. `prod_polar` then needs only induction on adding one root.

## Any invertible pair, but only one disordered model

Integrality holds for every finite size and needs neither unitarity nor a small commutator. Stability under disorder is proved only for diagonal phases with cyclic hopping, under the step condition; there is no projected Hamiltonian in that model. The theorems do not identify the index with a Chern number, or show that a non-zero value keeps U and V away from commuting pairs. Nor do they bound rounding errors. Even a small one can change the computed index by an integer when a root lies near the negative real axis, where its argument jumps by 2π.
